# The ground-state energy of the half-filled Hubbard dimer, expanded in U, converges with radius 4t

## Hamiltonian and energy

Two sites share two electrons with total $S_z=0$. The hopping amplitude is $t$, and $U$ is the energy cost of a doubly occupied site. Both are real, and $t>0$ in every theorem that needs a sign. No chemical-potential shift is included, so a configuration with one electron on each site has diagonal energy $0$.

In Lean 4 with Mathlib:

```lean
import Mathlib

open Filter Topology Matrix

namespace HubbardDimerConvergence

noncomputable section
```

The basis states are ordered $|\!\uparrow,\downarrow\rangle$, $|\!\downarrow,\uparrow\rangle$, $|\!\uparrow\downarrow,0\rangle$, $|0,\uparrow\downarrow\rangle$, and the components of a vector $v$ are numbered $v_0,\dots,v_3$ accordingly. The opposite signs in the first two rows come from the ordering of the fermion operators. The matrix is entered directly and not derived from creation and annihilation operators.

```lean
/-- The Hubbard dimer with two electrons and `S_z = 0`, in the basis
`|↑,↓⟩, |↓,↑⟩, |↑↓,0⟩, |0,↑↓⟩`, with hopping `t` and on-site repulsion `U`. -/
def dimerHamiltonian (t U : ℝ) : Matrix (Fin 4) (Fin 4) ℝ :=
  !![0, 0, -t, -t; 0, 0, t, t; -t, t, U, 0; -t, t, 0, U]
```

The energy to be expanded is

$$E(U)=\frac U2-\sqrt{\frac{U^2}{4}+4t^2}.$$

```lean
/-- The closed formula for the dimer energy as a function of the repulsion `U`. -/
def dimerEnergy (t U : ℝ) : ℝ := U / 2 - √(U ^ 2 / 4 + 4 * t ^ 2)
```

For complex repulsion $z$ and $t>0$, take $2t$ out of the root and use the principal branch:

$$E_{\mathbb C}(z)=\frac z2-2t\left(1+\frac{z^2}{16t^2}\right)^{1/2}.$$

```lean
/-- For `t > 0`, a continuation of the dimer energy to complex repulsion, written with the principal
root. -/
def complexEnergy (t : ℝ) (z : ℂ) : ℂ :=
  z / 2 - 2 * (t : ℂ) * (1 + z ^ 2 / (16 * (t : ℂ) ^ 2)) ^ (1 / 2 : ℂ)
```

## The formula gives the lowest level

Since $E-U/2=-\sqrt{U^2/4+4t^2}$, squaring gives $E^2-UE+U^2/4=U^2/4+4t^2$, hence

$$E^2=UE+4t^2.$$

```lean
/-- The dimer energy solves the quadratic secular equation `E² = U E + 4 t²`. -/
theorem dimerEnergy_secular (t U : ℝ) :
    dimerEnergy t U ^ 2 = U * dimerEnergy t U + 4 * t ^ 2 := by
  have h := Real.sq_sqrt (show 0 ≤ U ^ 2 / 4 + 4 * t ^ 2 by positivity)
  unfold dimerEnergy
  linear_combination h
```

Also $E<0$, because $\sqrt{U^2/4+4t^2}>|U|/2\ge U/2$. The vector $(2t,-2t,-E,-E)$ is an eigenvector. Its first row gives $2tE=E\cdot 2t$ and the second is the negative of this; the last two rows both give $-4t^2-UE=-E^2$. Divided by $\sqrt{8t^2+2E^2}$, it is a normalised singlet state.

To see that no eigenvalue lies lower, let $Hv=ev$ with $v\neq0$. Taking the inner product with $v$,

$$e\,|v|^2=-2t(v_0-v_1)(v_2+v_3)+U(v_2^2+v_3^2).$$

Multiply by $-2E$, add $2E^2|v|^2$, and replace $E^2-UE$ by $4t^2$ in the terms with $v_2^2+v_3^2$. Completing the square gives

$$-2E(e-E)|v|^2=\bigl(-E(v_0-v_1)-2t(v_2+v_3)\bigr)^2+E^2(v_0+v_1)^2+4t^2(v_2-v_3)^2\ge0.$$

As $-2E|v|^2>0$, it follows that $e\ge E$. The two remaining two-electron states, with both spins up or both spins down, lie outside this matrix. The Pauli principle blocks hopping in them, so their energy is $0>E$, and $E$ is the ground-state energy at half filling.

`IsLeast` says both that $E$ belongs to the set of eigenvalues and that it bounds the set from below. In the code, `hmul` writes out the four rows of $Hv$, and `key` is the sum-of-squares identity. In a numerical calculation this is the lowest value returned by a symmetric eigensolver for the $4\times4$ matrix.

```lean
/-- The dimer energy is the lowest eigenvalue of the dimer Hamiltonian. -/
theorem dimerEnergy_isLeast {t : ℝ} (ht : 0 < t) (U : ℝ) :
    IsLeast {e : ℝ | ∃ v : Fin 4 → ℝ, v ≠ 0 ∧ dimerHamiltonian t U *ᵥ v = e • v}
      (dimerEnergy t U) := by
  have hq := dimerEnergy_secular t U
  have hneg : dimerEnergy t U < 0 := by
    have h : U / 2 < √(U ^ 2 / 4 + 4 * t ^ 2) :=
      Real.lt_sqrt_of_sq_lt (by nlinarith [pow_pos ht 2])
    unfold dimerEnergy
    linarith
  generalize dimerEnergy t U = E at hq hneg ⊢
  have hmul : ∀ v : Fin 4 → ℝ,
      (dimerHamiltonian t U *ᵥ v) 0 = -t * v 2 - t * v 3 ∧
      (dimerHamiltonian t U *ᵥ v) 1 = t * v 2 + t * v 3 ∧
      (dimerHamiltonian t U *ᵥ v) 2 = -t * v 0 + t * v 1 + U * v 2 ∧
      (dimerHamiltonian t U *ᵥ v) 3 = -t * v 0 + t * v 1 + U * v 3 := by
    intro v
    refine ⟨?_, ?_, ?_, ?_⟩ <;>
      simp [dimerHamiltonian, Matrix.mulVec, dotProduct, Fin.sum_univ_four]
    all_goals ring
  constructor
  · -- an explicit eigenvector
    refine ⟨![2 * t, -(2 * t), -E, -E], ?_, ?_⟩
    · intro h
      have h0 : 2 * t = 0 := congrFun h 0
      linarith
    · obtain ⟨h0, h1, h2, h3⟩ := hmul ![2 * t, -(2 * t), -E, -E]
      ext i
      fin_cases i
      · refine h0.trans ?_
        show -t * -E - t * -E = E * (2 * t)
        ring
      · refine h1.trans ?_
        show t * -E + t * -E = E * -(2 * t)
        ring
      · refine h2.trans ?_
        show -t * (2 * t) + t * -(2 * t) + U * -E = E * -E
        linear_combination hq
      · refine h3.trans ?_
        show -t * (2 * t) + t * -(2 * t) + U * -E = E * -E
        linear_combination hq
  · rintro e ⟨v, hv, hve⟩
    obtain ⟨h0, h1, h2, h3⟩ := hmul v
    have e0 : -t * v 2 - t * v 3 = e * v 0 := h0.symm.trans (congrFun hve 0)
    have e1 : t * v 2 + t * v 3 = e * v 1 := h1.symm.trans (congrFun hve 1)
    have e2 : -t * v 0 + t * v 1 + U * v 2 = e * v 2 := h2.symm.trans (congrFun hve 2)
    have e3 : -t * v 0 + t * v 1 + U * v 3 = e * v 3 := h3.symm.trans (congrFun hve 3)
    obtain ⟨i, hi⟩ := Function.ne_iff.1 hv
    have hpos : 0 < ∑ i, v i ^ 2 :=
      Finset.sum_pos' (fun i _ => sq_nonneg _)
        ⟨i, Finset.mem_univ i, lt_of_le_of_ne (sq_nonneg _) (Ne.symm (pow_ne_zero 2 hi))⟩
    rw [Fin.sum_univ_four] at hpos
    -- the excess energy is a sum of squares
    have key : 2 * (-E) * ((e - E) * (v 0 ^ 2 + v 1 ^ 2 + v 2 ^ 2 + v 3 ^ 2)) =
        (-E * (v 0 - v 1) - 2 * t * (v 2 + v 3)) ^ 2 + E ^ 2 * (v 0 + v 1) ^ 2
          + 4 * t ^ 2 * (v 2 - v 3) ^ 2 := by
      linear_combination 2 * E * (v 0 * e0 + v 1 * e1 + v 2 * e2 + v 3 * e3)
        + 2 * (v 2 ^ 2 + v 3 ^ 2) * hq
    by_contra hlt
    have hlt' : e - E < 0 := by linarith [not_le.1 hlt]
    have hL := mul_neg_of_pos_of_neg (show 0 < 2 * (-E) by linarith)
      (mul_neg_of_neg_of_pos hlt' hpos)
    rw [key] at hL
    exact absurd hL (not_lt_of_ge (by positivity))
```

## Continuation to complex repulsion

For real $U$,

$$\frac{U^2}{4}+4t^2=(2t)^2\left(1+\frac{U^2}{16t^2}\right).$$

The bracket is positive, so the principal complex root is the ordinary real root, and $t>0$ gives $\sqrt{(2t)^2}=2t$. Therefore $E_{\mathbb C}(U)=E(U)$ for every real $U$.

```lean
/-- On the real axis the complex continuation equals the dimer energy. -/
theorem complexEnergy_ofReal {t : ℝ} (ht : 0 < t) (U : ℝ) :
    complexEnergy t U = (dimerEnergy t U : ℂ) := by
  have h1 : √(U ^ 2 / 4 + 4 * t ^ 2) = 2 * t * √(1 + U ^ 2 / (16 * t ^ 2)) := by
    have h : U ^ 2 / 4 + 4 * t ^ 2 = (2 * t) ^ 2 * (1 + U ^ 2 / (16 * t ^ 2)) := by
      field_simp
      ring
    rw [h, Real.sqrt_mul (by positivity), Real.sqrt_sq (by positivity)]
  have h2 : ((√(1 + U ^ 2 / (16 * t ^ 2)) : ℝ) : ℂ) =
      (1 + (U : ℂ) ^ 2 / (16 * (t : ℂ) ^ 2)) ^ (1 / 2 : ℂ) := by
    rw [Real.sqrt_eq_rpow, Complex.ofReal_cpow (by positivity)]
    simp
  rw [complexEnergy, ← h2, dimerEnergy, h1]
  simp only [Complex.ofReal_sub, Complex.ofReal_div, Complex.ofReal_mul, Complex.ofReal_ofNat]
```

If $|z|<4t$, then $|z^2/16t^2|<1$, and

$$\operatorname{Re}\left(1+\frac{z^2}{16t^2}\right)\ge1-\left|\frac{z^2}{16t^2}\right|>0.$$

The radicand thus avoids the cut of the principal root along the non-positive real axis, and $E_{\mathbb C}$ is holomorphic on the disc. `Complex.slitPlane` is the plane without that cut. A program that evaluates this formula with a standard complex square root meets the cut only on the imaginary axis, at $|\operatorname{Im}z|\ge4t$.

```lean
/-- The complex continuation is holomorphic on the open disc of radius `4t` about `0`. -/
theorem complexEnergy_differentiableOn {t : ℝ} (ht : 0 < t) :
    DifferentiableOn ℂ (complexEnergy t) (Metric.ball 0 (4 * t)) := by
  intro z hz
  have hz' : ‖z‖ < 4 * t := mem_ball_zero_iff.1 hz
  have hc : 16 * (t : ℂ) ^ 2 = ((16 * t ^ 2 : ℝ) : ℂ) := by simp
  have hw : ‖z ^ 2 / (16 * (t : ℂ) ^ 2)‖ < 1 := by
    rw [hc, norm_div, norm_pow, Complex.norm_real, Real.norm_of_nonneg (by positivity),
      div_lt_one (by positivity)]
    nlinarith [norm_nonneg z]
  -- the radicand has positive real part, away from the cut
  have hs : 1 + z ^ 2 / (16 * (t : ℂ) ^ 2) ∈ Complex.slitPlane := by
    refine Complex.mem_slitPlane_iff.2 (Or.inl ?_)
    rw [Complex.add_re, Complex.one_re]
    linarith [Complex.abs_re_le_norm (z ^ 2 / (16 * (t : ℂ) ^ 2)),
      neg_abs_le (z ^ 2 / (16 * (t : ℂ) ^ 2)).re]
  have h1 : DifferentiableAt ℂ (fun z : ℂ => 1 + z ^ 2 / (16 * (t : ℂ) ^ 2)) z := by fun_prop
  have h2 := h1.cpow (differentiableAt_const (1 / 2 : ℂ)) hs
  exact ((differentiableAt_id.div_const 2).sub
    (h2.const_mul (2 * (t : ℂ)))).differentiableWithinAt
```

## The branch point at 4it

The identity theorem needs points of agreement that accumulate inside the domain. Small nonzero real couplings accumulate at $0$, so an equation valid for all small real $U$ supplies them. The next lemma turns "for all real $U$ near $0$" into "at nonzero complex $z$ arbitrarily close to $0$".

```lean
/-- A property of all small real couplings holds at nonzero complex couplings
arbitrarily close to zero. -/
theorem frequently_of_real {P : ℂ → Prop} (h : ∀ᶠ U : ℝ in 𝓝 0, P (U : ℂ)) :
    ∃ᶠ z in 𝓝[≠] (0 : ℂ), P z := by
  have ht : Tendsto (fun U : ℝ => (U : ℂ)) (𝓝[≠] 0) (𝓝[≠] 0) :=
    tendsto_nhdsWithin_iff.2
      ⟨(Complex.continuous_ofReal.tendsto' 0 0 (by simp)).mono_left nhdsWithin_le_nhds,
        eventually_mem_nhdsWithin.mono fun x hx => by simpa using hx⟩
  exact ht.frequently (h.filter_mono nhdsWithin_le_nhds).frequently
```

Suppose now that $f$ is analytic on $|z|<R$ with $R>4t$, and that $f(U)=E(U)$ for small real $U$. The secular equation, rearranged, reads

$$\left(\frac z2-f(z)\right)^2=\frac{z^2}{4}+4t^2$$

at these real points. Both sides are analytic on the connected disc, so they agree throughout it.

The disc contains $w=4it$, where the right side is $-4t^2+4t^2=0$. Hence $g(z)=z/2-f(z)$ vanishes at $w$, and the left side has derivative $2g(w)g'(w)=0$ there. The right side has derivative $w/2=2it\neq0$. This contradiction rules out $f$.

In the code, `heq` is the equation on the disc, `hg` is $g(w)=0$, and `d1` and `d2` are the two derivatives. Uniqueness of the derivative forces $w=0$, against $|w|=4t>0$. In a calculation with complex $U$, the point appears as a coalescence: the two roots $z/2\pm\sqrt{z^2/4+4t^2}$ of the secular equation meet at $z=\pm4it$.

```lean
/-- No function analytic on a disc about `0` of radius larger than `4t` agrees with the dimer energy
at all small real `U`. -/
theorem no_larger_disc {t R : ℝ} (ht : 0 < t) (hR : 4 * t < R) {f : ℂ → ℂ}
    (hf : AnalyticOnNhd ℂ f (Metric.ball 0 R)) :
    ¬ ∀ᶠ U : ℝ in 𝓝 0, f U = (dimerEnergy t U : ℂ) := by
  intro hE
  have hF : AnalyticOnNhd ℂ (fun z => ((1 / 2 : ℂ) * z - f z) ^ 2) (Metric.ball 0 R) := by
    intro z hz
    have := hf z hz
    fun_prop
  have hG : AnalyticOnNhd ℂ (fun z => (1 / 4 : ℂ) * z ^ 2 + 4 * (t : ℂ) ^ 2)
      (Metric.ball 0 R) := by
    intro z _
    fun_prop
  -- the secular equation extends to the whole disc
  have heq := hF.eqOn_of_preconnected_of_frequently_eq hG (convex_ball 0 R).isPreconnected
    (Metric.mem_ball_self (by linarith))
    (frequently_of_real (P := fun z => ((1 / 2 : ℂ) * z - f z) ^ 2 =
        (1 / 4 : ℂ) * z ^ 2 + 4 * (t : ℂ) ^ 2) (hE.mono fun U hU => by
      have hq := congrArg (fun x : ℝ => (x : ℂ)) (dimerEnergy_secular t U)
      push_cast at hq
      rw [hU]
      linear_combination hq))
  -- compare derivatives at the branch point
  obtain ⟨w, hw⟩ : ∃ w : ℂ, w = 4 * (t : ℂ) * Complex.I := ⟨_, rfl⟩
  have hn : ‖w‖ = 4 * t := by rw [hw]; simp [abs_of_pos ht]
  have hwR : w ∈ Metric.ball (0 : ℂ) R := mem_ball_zero_iff.2 (by rw [hn]; exact hR)
  have hg : (1 / 2 : ℂ) * w - f w = 0 := by
    have h : ((1 / 2 : ℂ) * w - f w) ^ 2 = (1 / 4 : ℂ) * w ^ 2 + 4 * (t : ℂ) ^ 2 := heq hwR
    have h' : (1 / 4 : ℂ) * w ^ 2 + 4 * (t : ℂ) ^ 2 = 0 := by
      rw [hw]
      linear_combination 4 * (t : ℂ) ^ 2 * Complex.I_sq
    exact pow_eq_zero_iff (two_ne_zero) |>.1 (h.trans h')
  have sqd : ∀ (g : ℂ → ℂ) (a : ℂ), HasDerivAt g a w → g w = 0 →
      HasDerivAt (fun z => g z ^ 2) 0 w :=
    fun g a h h0 => (h.fun_pow 2).congr_deriv (by simp [h0])
  have d1 := sqd (fun z => (1 / 2 : ℂ) * z - f z) _
    (((hasDerivAt_id' w).const_mul (1 / 2 : ℂ)).fun_sub
      (hf w hwR).differentiableAt.hasDerivAt) hg
  have d2 : HasDerivAt (fun z : ℂ => (1 / 4 : ℂ) * z ^ 2 + 4 * (t : ℂ) ^ 2)
      ((1 / 2 : ℂ) * w) w := by
    refine (((hasDerivAt_pow 2 w).const_mul (1 / 4 : ℂ)).add_const
      (4 * (t : ℂ) ^ 2)).congr_deriv ?_
    show (1 / 4 : ℂ) * (((2 : ℕ) : ℂ) * w ^ 1) = 1 / 2 * w
    push_cast
    ring
  have h := d1.unique (d2.congr_of_eventuallyEq
    (heq.eventuallyEq_of_mem (Metric.isOpen_ball.mem_nhds hwR)))
  have hw0 : w = 0 := by linear_combination -2 * h
  rw [hw0, norm_zero] at hn
  linarith
```

## Analytic extension exists exactly up to radius 4t

For $t>0$ and any real $R$, there is a function $f:\mathbb C\to\mathbb C$, analytic on the open disc of radius $R$ about $0$ and equal to $E(U)$ for all real $U$ in some neighbourhood of $0$, if and only if $R\le4t$.

Here `AnalyticOnNhd` on `Metric.ball 0 R` is analyticity at each point of the open disc, and `∀ᶠ U : ℝ in 𝓝 0` is "for all real $U$ sufficiently near $0$". For $R\le0$ the disc is empty and the analyticity condition is void. One direction is the contradiction above; for the other, $E_{\mathbb C}$ serves as $f$ on every disc with $R\le4t$.

```lean
/-- A function analytic on the open disc of radius `R` about `0` and equal to the dimer energy at
all small real `U` exists if and only if `R ≤ 4t`. -/
theorem analytic_extension_iff {t : ℝ} (ht : 0 < t) (R : ℝ) :
    (∃ f : ℂ → ℂ, AnalyticOnNhd ℂ f (Metric.ball 0 R) ∧
      ∀ᶠ U : ℝ in 𝓝 0, f U = (dimerEnergy t U : ℂ)) ↔ R ≤ 4 * t := by
  constructor
  · rintro ⟨f, hf, hE⟩
    by_contra h
    exact no_larger_disc ht (not_le.1 h) hf hE
  · intro h
    exact ⟨complexEnergy t,
      ((complexEnergy_differentiableOn ht).analyticOnNhd Metric.isOpen_ball).mono
        (Metric.ball_subset_ball h),
      Eventually.of_forall (complexEnergy_ofReal ht)⟩
```

## The radius of the series in U

Let $f$ have a power series $p$ at $0$ and agree with $E$ at small real $U$. Then $p$ has radius of convergence exactly $4t$.

If the radius exceeded $4t$, one could choose $r$ strictly between the two. The sum of $p$ would be analytic on $|z|<r$ and equal to $E$ at small real $U$, which has just been excluded. Conversely, the identity theorem gives $f=E_{\mathbb C}$ near $0$. For each positive $r<4t$, $E_{\mathbb C}$ is holomorphic on a neighbourhood of the closed disc of radius $r$, so Cauchy's formula gives it a power series converging for $|z|<r$. Power series are unique, so this series is $p$, and its radius is at least $r$. Letting $r$ approach $4t$ completes the argument.

In the statement, `HasFPowerSeriesAt` says that $p$ represents $f$ near $0$. The radius is an extended non-negative number, hence `ENNReal.ofReal (4 * t)`. The two halves of the proof are the two inequalities joined by `le_antisymm`.

```lean
/-- The power series in `U` of the dimer energy about `U = 0` has radius of convergence
exactly `4t`. -/
theorem perturbation_radius {t : ℝ} (ht : 0 < t) {f : ℂ → ℂ}
    {p : FormalMultilinearSeries ℂ ℂ ℂ} (hf : HasFPowerSeriesAt f p 0)
    (hE : ∀ᶠ U : ℝ in 𝓝 0, f U = (dimerEnergy t U : ℂ)) :
    p.radius = ENNReal.ofReal (4 * t) := by
  apply le_antisymm
  · -- a larger radius would give an analytic function on too large a disc
    by_contra hcon
    obtain ⟨r, hr1, hr2⟩ := ENNReal.lt_iff_exists_nnreal_btwn.1 (not_le.1 hcon)
    rw [← ENNReal.ofReal_coe_nnreal] at hr1 hr2
    obtain ⟨hr, hr0⟩ := ENNReal.ofReal_lt_ofReal_iff'.1 hr1
    have hp := p.hasFPowerSeriesOnBall (lt_of_le_of_lt zero_le hr2)
    have han : AnalyticOnNhd ℂ p.sum (Metric.ball 0 (r : ℝ)) := by
      intro z hz
      refine hp.analyticOnNhd z ?_
      show edist z 0 < p.radius
      rw [edist_dist]
      exact lt_trans ((ENNReal.ofReal_lt_ofReal_iff hr0).2 hz) hr2
    have hsum : ∀ᶠ y in 𝓝 (0 : ℂ), p.sum y = f (0 + y) :=
      hf.eventually_hasSum.mono fun y hy => hy.tsum_eq
    refine no_larger_disc ht hr han ?_
    filter_upwards [(Complex.continuous_ofReal.tendsto' 0 0 (by simp)).eventually hsum, hE]
      with U h1 h2
    rw [h1, zero_add, h2]
  · -- the series is that of the holomorphic continuation
    have hd := complexEnergy_differentiableOn ht
    have hc : AnalyticAt ℂ (complexEnergy t) 0 :=
      hd.analyticOnNhd Metric.isOpen_ball 0 (Metric.mem_ball_self (by positivity))
    have hfc : f =ᶠ[𝓝 0] complexEnergy t :=
      (hf.analyticAt.frequently_eq_iff_eventually_eq hc).1
        (frequently_of_real (P := fun z => f z = complexEnergy t z)
          (hE.mono fun U hU => hU.trans (complexEnergy_ofReal ht U).symm))
    refine ENNReal.le_of_forall_nnreal_lt fun r hr => ?_
    by_cases h0 : r = 0
    · simp [h0]
    rw [← ENNReal.ofReal_coe_nnreal] at hr
    have hr' := (ENNReal.ofReal_lt_ofReal_iff'.1 hr).1
    have hb := (hd.mono (Metric.closedBall_subset_ball hr')).hasFPowerSeriesOnBall
      (pos_iff_ne_zero.2 h0)
    rw [(hf.congr hfc).eq_formalMultilinearSeries hb.hasFPowerSeriesAt]
    exact hb.r_le

end

end HubbardDimerConvergence
```

```lean
#print axioms HubbardDimerConvergence.dimerEnergy_isLeast
#print axioms HubbardDimerConvergence.analytic_extension_iff
#print axioms HubbardDimerConvergence.perturbation_radius
```

```
'HubbardDimerConvergence.dimerEnergy_isLeast' depends on axioms: [propext, Classical.choice, Quot.sound]
'HubbardDimerConvergence.analytic_extension_iff' depends on axioms: [propext, Classical.choice, Quot.sound]
'HubbardDimerConvergence.perturbation_radius' depends on axioms: [propext, Classical.choice, Quot.sound]
```

The first terms of the series are

$$E(U)=-2t+\frac U2-\frac{U^2}{16t}+\frac{U^4}{1024\,t^3}-\cdots$$

They are also the Rayleigh–Schrödinger coefficients of the non-degenerate level $-2t$ at $U=0$, an identification that rests on ordinary perturbation theory and not on the theorems above. In a script, partial sums can be compared with the lowest eigenvalue of the matrix: at $U=2t$ they approach it, while at $U=6t$ they diverge.

For this two-site model at half filling, the weak-coupling expansion therefore fails beyond $U=4t$ even though the energy is smooth for all real $U$; the radius for larger clusters or for an impurity coupled to a bath is a separate question.
